# The Vinet energy well has a unique minimum and a finite depth

Take the curve $E(x) = 1 - x\,e^{1-x}$. It vanishes at $x=1$. It is positive elsewhere, because $e^{x-1} > x$ for $x \neq 1$, and it tends to $1$ as $x\to\infty$, because the exponential beats the factor $x$. This is a Vinet energy with particular parameters, and the case of general parameters with $B_0,V_0>0$ and $B_1>1$, defined below, works the same way.

## Claim and derivation

Let $x=(V/V_0)^{1/3}$ be the linear scaling of a solid with equilibrium volume $V_0$, energy $E_0$, bulk modulus $B_0$ and pressure derivative $B_1$ of the bulk modulus. Put $h = \tfrac32(B_1-1)$, $u = h(1-x)$ and

$$E(x) = E_0 + C\,w(u),\qquad C=\frac{9B_0V_0}{h^2},\qquad w(u)=1+(u-1)e^{u}.$$

The opening curve has $E_0=0$, $h=1$ and $9B_0V_0=1$. For $B_0,V_0>0$ and $B_1>1$, the claim is that $E(x)\ge E_0$, with equality only at $x=1$, and that $E(x)\to E_0+4B_0V_0/(B_1-1)^2$ as $x\to\infty$.

**Minimum.** For $u\ne0$ the tangent inequality gives $1-u<e^{-u}$. Multiplying by $e^u$ gives $(1-u)e^u<1$, so $w(u)>0$. Also $w(0)=0$. Since $C>0$ and $h\neq0$, $E(x)=E_0$ exactly when $x=1$.

**Limit.** As $x\to\infty$, $u\to-\infty$, so $ue^u$ and $e^u$ vanish and $w(u)\to1$. Since $h^2=\tfrac94(B_1-1)^2$, the depth is $C=4B_0V_0/(B_1-1)^2$.

**Expansion.** Let $v<u\le0$. Then
$$(1-u)e^{u-v}>(1-u)(1+u-v)=1-v-u(u-v)\ge1-v.$$
Multiplying by $e^v$ gives $w(u)<w(v)$, so $E$ increases strictly on $x\ge1$.

**Crossing.** The gap to the limit is $E_0+C-E(x)=C(1-u)e^u$. It is positive exactly when $u<1$, that is, when $x>1-1/h$.

**A numerical instance.** With $E_0=0$, $B_0V_0=1$ and $B_1=5$, we get $h=6$ and $C=9/36=1/4$, in agreement with $4/4^2$. At $x=7/6$, $u=-1$ and $E=\tfrac14(1-2/e)\approx0.066$. The curve crosses its limiting value at $x=5/6$.

**Without $B_1>1$.** Take $B_1=1/3$, so $h=-1$ and $w=1+(x-2)e^{x-1}$, which grows without bound. In the limiting case $h\to0$, $w(u)\approx u^2/2$ gives the parabola $E_0+\tfrac92B_0V_0(1-x)^2$, which has no finite depth either.

For an energy–volume curve fitted to electronic-structure data, the depth $C$, the limit minus $E_0$, is the cohesive energy that the fitted parameters imply when the Vinet form is extrapolated far beyond the fitted range. It refers to the amount of material in $V_0$, so it is an energy per atom only if $V_0$ is the volume per atom. It need not agree with the cohesive energy computed directly from the energies of the solid and the free atoms.

## The formal development

In Lean 4 with Mathlib:

```lean
import Mathlib

open Filter Topology

namespace VinetCohesiveEnergy

noncomputable section
```

The exponent, the well shape and the energy are definitions on the real numbers.

```lean
/-- The Vinet exponent `h = 3 (B1 - 1) / 2`, where `B1` is the pressure derivative of the
bulk modulus. -/
def vinetExponent (B1 : ℝ) : ℝ := 3 * (B1 - 1) / 2

/-- The dimensionless shape of the Vinet energy well, as a function of `u = h (1 - x)`. -/
def wellShape (u : ℝ) : ℝ := 1 + (u - 1) * Real.exp u

/-- The Vinet energy at linear scaling `x = (V / V0)^(1/3)`, with equilibrium energy `E0`,
bulk modulus `B0`, volume `V0` and bulk modulus derivative `B1`. -/
def vinetEnergy (E0 B0 V0 B1 x : ℝ) : ℝ :=
  E0 + 9 * B0 * V0 / vinetExponent B1 ^ 2 * wellShape (vinetExponent B1 * (1 - x))
```

The argument `x` ranges over all reals, although only $x>0$ is physical; for $0<h\le1$ the crossing point $1-1/h\le0$ therefore lies outside the physical range. The Vinet form is assumed, not derived from a model of bonding. The names of `B0` and `B1` record their usual meaning, and the pressure is not treated.

The first lemma is the tangent inequality at $-u$, multiplied by $e^u$.

```lean
/-- The well shape is strictly positive away from `u = 0`. -/
theorem wellShape_pos {u : ℝ} (hu : u ≠ 0) : 0 < wellShape u := by
  -- the exponential lies strictly above its tangent at the origin
  have h := Real.add_one_lt_exp (neg_ne_zero.mpr hu)
  have e : Real.exp (-u) * Real.exp u = 1 := by
    rw [← Real.exp_add]; simp
  have h2 := mul_lt_mul_of_pos_right h (Real.exp_pos u)
  unfold wellShape
  linarith
```

Next comes the limit of the shape. Mathlib's decay of $y\,e^{-y}$ is applied at $y=-u$.

```lean
/-- The well shape tends to one as `u` tends to minus infinity. -/
theorem wellShape_tendsto : Tendsto wellShape atBot (𝓝 1) := by
  -- exponential decay beats the linear factor
  have h1 := (Real.tendsto_pow_mul_exp_neg_atTop_nhds_zero 1).comp
    (tendsto_neg_atBot_atTop (G := ℝ))
  have h := (h1.add Real.tendsto_exp_atBot).const_sub 1
  rw [add_zero, sub_zero] at h
  refine h.congr fun u => ?_
  simp only [Function.comp_apply, pow_one, neg_neg, wellShape]
  ring
```

The prefactor identity needs only $B_1\ne1$.

```lean
/-- The energy prefactor `9 B0 V0 / h^2`, multiplied by `(B1 - 1)^2`, is `4 B0 V0`. -/
theorem prefactor_mul (B0 V0 : ℝ) {B1 : ℝ} (hB : B1 ≠ 1) :
    9 * B0 * V0 / vinetExponent B1 ^ 2 * (B1 - 1) ^ 2 = 4 * B0 * V0 := by
  have h : B1 - 1 ≠ 0 := sub_ne_zero.mpr hB
  unfold vinetExponent
  field_simp
  try ring
```

The main theorem states the lower bound, the equality case and the limit as three conjuncts. `Tendsto … atTop (𝓝 …)` expresses convergence as $x\to\infty$. In the proof, `hlt` gives strict inequality away from $x=1$, which settles the first two parts; the third composes `wellShape_tendsto` with $x\mapsto h(1-x)$.

```lean
/-- For `B0, V0 > 0` and `B1 > 1` the Vinet energy is at least `E0`, equals `E0` only at
`x = 1`, and tends to `E0 + 4 B0 V0 / (B1 - 1)^2` at infinite expansion. -/
theorem vinet_minimum_and_cohesive_energy (E0 : ℝ) {B0 V0 B1 : ℝ}
    (hB0 : 0 < B0) (hV0 : 0 < V0) (hB1 : 1 < B1) :
    (∀ x, E0 ≤ vinetEnergy E0 B0 V0 B1 x) ∧
    (∀ x, vinetEnergy E0 B0 V0 B1 x = E0 ↔ x = 1) ∧
    Tendsto (vinetEnergy E0 B0 V0 B1) atTop
      (𝓝 (E0 + 4 * B0 * V0 / (B1 - 1) ^ 2)) := by
  have hh : 0 < vinetExponent B1 := by unfold vinetExponent; linarith
  have hc : 0 < 9 * B0 * V0 / vinetExponent B1 ^ 2 := by positivity
  have hone : vinetEnergy E0 B0 V0 B1 1 = E0 := by
    simp [vinetEnergy, wellShape]
  -- away from equilibrium the energy is strictly higher
  have hlt : ∀ x, x ≠ 1 → E0 < vinetEnergy E0 B0 V0 B1 x := by
    intro x hx
    have hu : vinetExponent B1 * (1 - x) ≠ 0 :=
      mul_ne_zero hh.ne' (sub_ne_zero.mpr (Ne.symm hx))
    have := mul_pos hc (wellShape_pos hu)
    unfold vinetEnergy
    linarith
  refine ⟨fun x => ?_, fun x => ⟨fun hx => ?_, fun hx => ?_⟩, ?_⟩
  · by_cases hx : x = 1
    · rw [hx, hone]
    · exact (hlt x hx).le
  · by_contra hne
    exact (hlt x hne).ne' hx
  · rw [hx, hone]
  · -- infinite expansion sends `u = h (1 - x)` to minus infinity
    have hs : Tendsto (fun x : ℝ => 1 - x) atTop atBot := by
      simpa [sub_eq_add_neg] using
        tendsto_atBot_add_const_left atTop (1 : ℝ) (tendsto_neg_atTop_atBot (G := ℝ))
    have hw := wellShape_tendsto.comp (hs.const_mul_atBot hh)
    have hD : 4 * B0 * V0 / (B1 - 1) ^ 2 = 9 * B0 * V0 / vinetExponent B1 ^ 2 * 1 := by
      have h1 : (B1 - 1) ^ 2 ≠ 0 := pow_ne_zero 2 (sub_ne_zero.mpr hB1.ne')
      rw [mul_one, div_eq_iff h1, prefactor_mul B0 V0 hB1.ne']
    rw [hD]
    exact (hw.const_mul _).const_add E0
```

`StrictMonoOn … (Set.Ici 1)` means strictly increasing on $[1,\infty)$. The step `key` is the expansion argument above, which uses no derivative.

```lean
/-- For `B0, V0 > 0` and `B1 > 1` the Vinet energy is strictly increasing in `x` on `x ≥ 1`. -/
theorem vinet_strictMonoOn (E0 : ℝ) {B0 V0 B1 : ℝ}
    (hB0 : 0 < B0) (hV0 : 0 < V0) (hB1 : 1 < B1) :
    StrictMonoOn (vinetEnergy E0 B0 V0 B1) (Set.Ici 1) := by
  have hh : 0 < vinetExponent B1 := by unfold vinetExponent; linarith
  have hc : 0 < 9 * B0 * V0 / vinetExponent B1 ^ 2 := by positivity
  -- the well shape decreases strictly on the half-line `u ≤ 0`
  have key : ∀ u v : ℝ, u ≤ 0 → v < u → wellShape u < wellShape v := by
    intro u v hu hv
    have h1 : u - v + 1 < Real.exp (u - v) := Real.add_one_lt_exp (sub_pos.mpr hv).ne'
    have h2 : (1 - u) * (u - v + 1) < (1 - u) * Real.exp (u - v) :=
      mul_lt_mul_of_pos_left h1 (by linarith)
    have h3 : 0 ≤ -u * (u - v) := mul_nonneg (by linarith) (by linarith)
    have h4 : 1 - v < (1 - u) * Real.exp (u - v) := by linarith
    have h5 := mul_lt_mul_of_pos_right h4 (Real.exp_pos v)
    have e : Real.exp (u - v) * Real.exp v = Real.exp u := by
      rw [← Real.exp_add, sub_add_cancel]
    rw [mul_assoc, e] at h5
    unfold wellShape
    linarith
  intro x hx y _ hxy
  have hx1 : (1 : ℝ) ≤ x := hx
  have hu : vinetExponent B1 * (1 - x) ≤ 0 :=
    mul_nonpos_of_nonneg_of_nonpos hh.le (by linarith)
  have huv : vinetExponent B1 * (1 - y) < vinetExponent B1 * (1 - x) :=
    mul_lt_mul_of_pos_left (by linarith) hh
  have := mul_lt_mul_of_pos_left (key _ _ hu huv) hc
  unfold vinetEnergy
  linarith
```

The crossing theorem is an equivalence for each `x`. Its step `gap` is the factorised difference, whose sign is that of $1-u$.

```lean
/-- For `B0, V0 > 0` and `B1 > 1` the Vinet energy lies below `E0 + 4 B0 V0 / (B1 - 1)^2` exactly when
`x > 1 - 1/h`. -/
theorem vinet_lt_limit_iff (E0 : ℝ) {B0 V0 B1 : ℝ}
    (hB0 : 0 < B0) (hV0 : 0 < V0) (hB1 : 1 < B1) (x : ℝ) :
    vinetEnergy E0 B0 V0 B1 x < E0 + 4 * B0 * V0 / (B1 - 1) ^ 2 ↔
      1 - 1 / vinetExponent B1 < x := by
  have hh : 0 < vinetExponent B1 := by unfold vinetExponent; linarith
  have hc : 0 < 9 * B0 * V0 / vinetExponent B1 ^ 2 := by positivity
  have hD : 4 * B0 * V0 / (B1 - 1) ^ 2 = 9 * B0 * V0 / vinetExponent B1 ^ 2 := by
    have h1 : (B1 - 1) ^ 2 ≠ 0 := pow_ne_zero 2 (sub_ne_zero.mpr hB1.ne')
    rw [div_eq_iff h1, prefactor_mul B0 V0 hB1.ne']
  -- the gap to the limit carries the sign of `1 - u`
  have gap : E0 + 4 * B0 * V0 / (B1 - 1) ^ 2 - vinetEnergy E0 B0 V0 B1 x =
      9 * B0 * V0 / vinetExponent B1 ^ 2 * Real.exp (vinetExponent B1 * (1 - x)) *
        (1 - vinetExponent B1 * (1 - x)) := by
    rw [hD]
    unfold vinetEnergy wellShape
    ring
  rw [← sub_pos, gap, mul_pos_iff_of_pos_left (mul_pos hc (Real.exp_pos _)), sub_pos,
    ← lt_div_iff₀' hh]
  constructor <;> intro h <;> linarith
```

For $B_1<1$ the exponent is negative, so expansion sends $u$ to $+\infty$. There $w(u)-u=(u-1)(e^u-1)\ge0$ once $u\ge1$, and the energy diverges with $u$.

```lean
/-- For `B0, V0 > 0` and `B1 < 1` the Vinet energy tends to plus infinity as `x` tends to infinity. -/
theorem vinet_diverges (E0 : ℝ) {B0 V0 B1 : ℝ}
    (hB0 : 0 < B0) (hV0 : 0 < V0) (hB1 : B1 < 1) :
    Tendsto (vinetEnergy E0 B0 V0 B1) atTop atTop := by
  have hh : vinetExponent B1 < 0 := by unfold vinetExponent; linarith
  have hne : vinetExponent B1 ≠ 0 := hh.ne
  have hc : 0 < 9 * B0 * V0 / vinetExponent B1 ^ 2 := by positivity
  -- for `u ≥ 1` the well shape is at least `u`
  have hw : Tendsto wellShape atTop atTop := by
    refine tendsto_atTop_mono' atTop ?_ tendsto_id
    filter_upwards [eventually_ge_atTop (1 : ℝ)] with u hu
    have h1 : 1 ≤ Real.exp u := Real.one_le_exp (by linarith)
    have h2 : 0 ≤ (u - 1) * (Real.exp u - 1) := mul_nonneg (by linarith) (by linarith)
    simp only [id, wellShape]
    linarith
  have hs : Tendsto (fun x : ℝ => 1 - x) atTop atBot := by
    simpa [sub_eq_add_neg] using
      tendsto_atBot_add_const_left atTop (1 : ℝ) (tendsto_neg_atTop_atBot (G := ℝ))
  have hu := hw.comp (hs.const_mul_atBot_of_neg hh)
  exact tendsto_atTop_add_const_left atTop E0 (hu.const_mul_atTop hc)

end

end VinetCohesiveEnergy
```

```lean
#print axioms VinetCohesiveEnergy.vinet_minimum_and_cohesive_energy
-- 'VinetCohesiveEnergy.vinet_minimum_and_cohesive_energy' depends on axioms: [propext, Classical.choice, Quot.sound]
#print axioms VinetCohesiveEnergy.vinet_strictMonoOn
-- 'VinetCohesiveEnergy.vinet_strictMonoOn' depends on axioms: [propext, Classical.choice, Quot.sound]
#print axioms VinetCohesiveEnergy.vinet_lt_limit_iff
-- 'VinetCohesiveEnergy.vinet_lt_limit_iff' depends on axioms: [propext, Classical.choice, Quot.sound]
#print axioms VinetCohesiveEnergy.vinet_diverges
-- 'VinetCohesiveEnergy.vinet_diverges' depends on axioms: [propext, Classical.choice, Quot.sound]
```
